# A conserved velocity $i[H,x]$ vanishes in finite dimension when the Hamiltonian is Hermitian

A free particle on a line has $H = p^2/2m$ and velocity $p/m$. The velocity commutes with $H$, so the mean position moves uniformly, $\langle x\rangle_t = \langle x\rangle_0 + t\,\langle p\rangle_0/m$, in every state for which these means exist. In a simulation on a fixed finite grid or in a fixed finite basis, $x$ and $H$ become matrices. Can such a model keep this motion exactly, with a velocity that is not zero?

It can't. For a time-independent Hermitian $H$, the velocity $i[H,x]$ of the position matrix (with $\hbar = 1$) is zero if it is conserved. A separately defined matrix for $p/m$, such as the diagonal one in a plane-wave basis, can commute with $H$ and be nonzero, but then it is not $i[H,x]$ for any matrix $x$. For arbitrary unitary evolution, uniform motion of the mean in every initial state and at all times forces the velocity operator to vanish. With a fixed position matrix, unitary evolution and a nonzero velocity matrix, the mean position therefore departs from uniform motion for some initial state at some time.

## Matrices, rates and means

Observables are complex matrices in an orthonormal basis labelled by a finite set `n`.

In Lean 4 with Mathlib:

```lean
import Mathlib

open scoped Matrix

namespace NoFiniteFreeMotion

noncomputable section

variable {n : Type*} [Fintype n] [DecidableEq n]
```

The commutator is $[A,B] = AB - BA$.

```lean
/-- The commutator `[A, B]` of two matrices. -/
def comm (A B : Matrix n n ℂ) : Matrix n n ℂ := A * B - B * A
```

With $\hbar = 1$, an observable without explicit time dependence changes at the rate $i[H,A]$. The velocity of a position matrix $Q$ is thus `rate H Q`, and its acceleration is `rate H (rate H Q)`.

```lean
/-- The Heisenberg rate of change `i[H, A]` of an observable `A` under the Hamiltonian `H`,
in units with `ħ = 1`. -/
def rate (H A : Matrix n n ℂ) : Matrix n n ℂ := Complex.I • comm H A
```

The mean is $\psi^\dagger A\psi$. The vector $\psi$ need not be normalised; for $\psi \neq 0$ the physical expectation value is this number divided by $\psi^\dagger\psi$.

```lean
/-- The number `ψ† A ψ`, which is the mean of the observable `A` when `ψ` is normalised. -/
def mean (A : Matrix n n ℂ) (ψ : n → ℂ) : ℂ := star ψ ⬝ᵥ (A *ᵥ ψ)
```

## Zero acceleration forces zero velocity

The argument measures the size of a matrix by

$$\operatorname{tr}(A^\dagger A) = \sum_{i,j} |A_{ji}|^2 .$$

All terms are nonnegative, so if the sum is zero, each entry is zero. The code applies this first to the outer sum and then to the inner one.

```lean
omit [DecidableEq n] in
/-- A matrix `A` with `tr (A† A) = 0` is zero. -/
theorem eq_zero_of_trace (A : Matrix n n ℂ) (h : (Aᴴ * A).trace = 0) : A = 0 := by
  -- the trace is the sum of the squared moduli of all entries
  have h1 : (Aᴴ * A).trace = ((∑ i, ∑ j, Complex.normSq (A j i) : ℝ) : ℂ) := by
    simp [Matrix.trace, Matrix.mul_apply, Complex.normSq_eq_conj_mul_self]
  rw [h1] at h
  have h2 : ∑ i, ∑ j, Complex.normSq (A j i) = 0 := by exact_mod_cast h
  ext j i
  have h3 := (Finset.sum_eq_zero_iff_of_nonneg
    (fun i _ => Finset.sum_nonneg (fun j _ => Complex.normSq_nonneg (A j i)))).mp h2 i
    (Finset.mem_univ i)
  have h4 := (Finset.sum_eq_zero_iff_of_nonneg
    (fun j _ => Complex.normSq_nonneg (A j i))).mp h3 j (Finset.mem_univ j)
  exact Complex.normSq_eq_zero.mp h4
```

Let $C = [H,Q]$ and suppose $[H,C] = 0$, that is, $HC = CH$. Taking adjoints and using $H^\dagger = H$ gives $C^\dagger H = HC^\dagger$. Then

$$\operatorname{tr}(C^\dagger C) = \operatorname{tr}(C^\dagger HQ) - \operatorname{tr}(C^\dagger QH) = \operatorname{tr}(C^\dagger HQ) - \operatorname{tr}(HC^\dagger Q) = 0,$$

where the second equality is cyclicity of the trace. Hence $C = 0$. In the code, `h2` is the adjoint relation and the `calc` block is the displayed line. `Q` may be any matrix, so a Hermitian position operator is included.

```lean
omit [DecidableEq n] in
/-- If `H` is Hermitian and commutes with `[H, Q]`, then `[H, Q] = 0`. -/
theorem comm_eq_zero {H : Matrix n n ℂ} (hH : H.IsHermitian) (Q : Matrix n n ℂ)
    (h : comm H (comm H Q) = 0) : comm H Q = 0 := by
  apply eq_zero_of_trace
  have h1 : H * comm H Q = comm H Q * H := sub_eq_zero.mp h
  -- the adjoint of the commutator commutes with H as well
  have h2 : (comm H Q)ᴴ * H = H * (comm H Q)ᴴ := by
    have h3 := congrArg Matrix.conjTranspose h1
    rwa [Matrix.conjTranspose_mul, Matrix.conjTranspose_mul, hH.eq] at h3
  -- cyclicity of the trace moves H across
  calc ((comm H Q)ᴴ * comm H Q).trace
      = ((comm H Q)ᴴ * (H * Q - Q * H)).trace := rfl
    _ = ((comm H Q)ᴴ * H * Q).trace - ((comm H Q)ᴴ * Q * H).trace := by
        rw [Matrix.mul_sub, Matrix.trace_sub, Matrix.mul_assoc, Matrix.mul_assoc]
    _ = 0 := by
        rw [Matrix.trace_mul_cycle (comm H Q)ᴴ Q H, h2, sub_self]
```

For the physical rates, $i[H,i[H,Q]] = -[H,[H,Q]]$. Zero acceleration therefore gives $[H,Q] = 0$, and the velocity $i[H,Q]$ is zero.

```lean
omit [DecidableEq n] in
/-- For a Hermitian Hamiltonian in finite dimension, a position operator whose velocity is
conserved has zero velocity. -/
theorem conserved_velocity_eq_zero {H : Matrix n n ℂ} (hH : H.IsHermitian)
    (Q : Matrix n n ℂ) (h : rate H (rate H Q) = 0) : rate H Q = 0 := by
  have h2 : rate H (rate H Q) = -comm H (comm H Q) := by
    simp only [rate, comm, mul_smul_comm, smul_mul_assoc, ← smul_sub, smul_smul,
      Complex.I_mul_I, neg_smul, one_smul]
  rw [h2, neg_eq_zero] at h
  rw [rate, comm_eq_zero hH Q h, smul_zero]
```

The same holds for higher derivatives. Write $Q^{(m)}$ for the result of applying the rate $m$ times. If $Q^{(k+2)} = 0$, the previous result applied to $Q^{(k)}$ gives $Q^{(k+1)} = 0$. Induction descends to $Q^{(1)} = 0$, so uniformly accelerated motion is excluded as well.

```lean
omit [DecidableEq n] in
/-- If some time derivative of `Q`, of order one or higher, vanishes under a Hermitian
Hamiltonian, then the velocity of `Q` vanishes. -/
theorem velocity_eq_zero_of_iterate {H : Matrix n n ℂ} (hH : H.IsHermitian)
    (Q : Matrix n n ℂ) (k : ℕ) (h : (rate H)^[k + 1] Q = 0) : rate H Q = 0 := by
  induction k with
  | zero => exact h
  | succ k ih =>
    apply ih
    rw [Function.iterate_succ_apply', Function.iterate_succ_apply'] at h
    rw [Function.iterate_succ_apply']
    exact conserved_velocity_eq_zero hH _ h
```

## Uniform motion of the means

To pass from means to operators, let $e_i$ be the basis vectors and $c$ a complex number. For any matrix $M$, the mean in $e_i + c\,e_j$ is

$$M_{ii} + cM_{ij} + \bar c M_{ji} + |c|^2 M_{jj}.$$

Suppose $A$ and $B$ have equal means in every vector, and let $D = A - B$. Taking $i=j$ and $c = 0$ gives $D_{ii} = 0$. Then $c = 1$ gives $D_{ij} + D_{ji} = 0$, and $c = i$ (the imaginary unit) gives $D_{ij} - D_{ji} = 0$. So $D = 0$.

```lean
/-- Two matrices with the same mean in every state vector are equal. -/
theorem eq_of_mean_eq {A B : Matrix n n ℂ} (h : ∀ ψ, mean A ψ = mean B ψ) : A = B := by
  have hs : ∀ i : n, star (Pi.single i (1 : ℂ) : n → ℂ) = Pi.single i 1 := by
    intro i
    ext k
    by_cases hk : k = i <;> simp [hk]
  -- the mean in a superposition of two basis states
  have key : ∀ (M : Matrix n n ℂ) (i j : n) (c : ℂ),
      mean M (Pi.single i 1 + c • Pi.single j 1)
        = M i i + c * M i j + star c * M j i + star c * c * M j j := by
    intro M i j c
    simp only [mean, star_add, star_smul, hs, Matrix.mulVec_add, Matrix.mulVec_smul,
      add_dotProduct, dotProduct_add, smul_dotProduct, dotProduct_smul,
      single_one_dotProduct, Matrix.mulVec_single_one, Matrix.col_apply, smul_eq_mul]
    ring
  have hd : ∀ k, A k k = B k k := by
    intro k
    have h0 := h (Pi.single k 1 + (0 : ℂ) • Pi.single k 1)
    rw [key, key] at h0
    simpa using h0
  ext i j
  have e1 := h (Pi.single i 1 + (1 : ℂ) • Pi.single j 1)
  have e2 := h (Pi.single i 1 + Complex.I • Pi.single j 1)
  have hI : star Complex.I = -Complex.I := by simp
  rw [key, key, star_one] at e1
  rw [key, key, hI] at e2
  linear_combination (e1 - hd i - hd j) / 2 - Complex.I / 2 * (e2 - hd i - hd j)
    + ((A i j - B i j - (A j i - B j i)) / 2 - Complex.I / 2 * (A j j - B j j))
      * Complex.I_sq
```

Now let $U(t)$ be any family of unitary matrices, which allows driven dynamics, and let $V$ be a fixed matrix. Suppose that the mean of $Q$ at every real time $t$ is $\langle Q\rangle + t\langle V\rangle$ for every initial vector. Equality of means gives

$$U(t)^\dagger Q\,U(t) = Q + tV .$$

Unitary conjugation preserves $\operatorname{tr}(Q^\dagger Q)$, so

$$\operatorname{tr}(Q^\dagger Q) = \operatorname{tr}(Q^\dagger Q) + t\operatorname{tr}(Q^\dagger V + V^\dagger Q) + t^2\operatorname{tr}(V^\dagger V).$$

Adding the cases $t = 1$ and $t = -1$ cancels the linear terms and leaves $\operatorname{tr}(V^\dagger V) = 0$, hence $V = 0$. These steps are `hop`, `e` and the final `linear_combination`.

```lean
/-- If under unitary evolution `U t` the mean of `Q` is `⟨Q⟩ + t ⟨V⟩` for every initial
vector and every time, then `V = 0`. -/
theorem no_free_ehrenfest_motion (U : ℝ → Matrix n n ℂ) (hU : ∀ t, (U t)ᴴ * U t = 1)
    (Q V : Matrix n n ℂ)
    (h : ∀ (t : ℝ) (ψ : n → ℂ), mean Q (U t *ᵥ ψ) = mean Q ψ + t * mean V ψ) :
    V = 0 := by
  -- equality of all means is an operator identity in the Heisenberg picture
  have hop : ∀ t : ℝ, (U t)ᴴ * Q * U t = Q + (t : ℂ) • V := by
    intro t
    apply eq_of_mean_eq
    intro ψ
    have h1 : mean ((U t)ᴴ * Q * U t) ψ = mean Q (U t *ᵥ ψ) := by
      simp only [mean, Matrix.star_mulVec, ← Matrix.dotProduct_mulVec,
        Matrix.mulVec_mulVec, Matrix.mul_assoc]
    rw [h1, h t ψ]
    simp only [mean, Matrix.add_mulVec, Matrix.smul_mulVec, dotProduct_add,
      dotProduct_smul, smul_eq_mul]
  -- unitary conjugation preserves tr (Q† Q)
  have e : ∀ t : ℝ, ((Q + (t : ℂ) • V)ᴴ * (Q + (t : ℂ) • V)).trace = (Qᴴ * Q).trace := by
    intro t
    have hU' : U t * (U t)ᴴ = 1 := mul_eq_one_comm.mp (hU t)
    have h2 : ((U t)ᴴ * Q * U t)ᴴ * ((U t)ᴴ * Q * U t) = (U t)ᴴ * (Qᴴ * Q) * U t := by
      calc ((U t)ᴴ * Q * U t)ᴴ * ((U t)ᴴ * Q * U t)
          = (U t)ᴴ * Qᴴ * (U t * (U t)ᴴ) * Q * U t := by
            simp only [Matrix.conjTranspose_mul, Matrix.conjTranspose_conjTranspose,
              Matrix.mul_assoc]
        _ = (U t)ᴴ * (Qᴴ * Q) * U t := by
            rw [hU', Matrix.mul_one]
            simp only [Matrix.mul_assoc]
    rw [← hop t, h2, Matrix.trace_mul_cycle, hU', Matrix.one_mul]
  -- adding the times 1 and -1 isolates tr (V† V)
  apply eq_zero_of_trace
  have e1 := e 1
  have e2 := e (-1)
  simp only [Complex.ofReal_one, Complex.ofReal_neg, one_smul, neg_smul,
    Matrix.conjTranspose_add, Matrix.conjTranspose_neg, add_mul, mul_add, neg_mul, mul_neg,
    Matrix.trace_add, Matrix.trace_neg] at e1 e2
  linear_combination (e1 + e2) / 2
```

## A non-Hermitian generator

Without Hermiticity of $H$ the commutator result can fail: the hypothesis cannot simply be dropped, although the result does not fail for every non-Hermitian matrix. Take

$$N = \begin{pmatrix}0&1\\0&0\end{pmatrix},\qquad Q = \begin{pmatrix}0&0\\0&1\end{pmatrix}.$$

Then $[N,Q] = N$, which commutes with $N$ but is not zero. The proof breaks at the adjoint step, since $N^\dagger$ does not commute with $N$. Here `rate` is only the commutator formula: for a non-Hermitian generator it does not in general give the rate of change of means.

```lean
/-- For `N = !![0, 1; 0, 0]`, which is not Hermitian, and the Hermitian matrix `Q = !![0, 0; 0, 1]`,
`rate N (rate N Q)` is zero but `rate N Q` is not. -/
theorem hermiticity_needed :
    (!![0, 0; 0, 1] : Matrix (Fin 2) (Fin 2) ℂ).IsHermitian ∧
    rate !![0, 1; 0, 0] (rate !![0, 1; 0, 0] !![0, 0; 0, 1]) = 0 ∧
    rate !![0, 1; 0, 0] !![0, 0; 0, 1] ≠ 0 := by
  have h : rate !![0, 1; 0, 0] !![0, 0; 0, 1] = !![0, Complex.I; 0, 0] := by
    ext i j
    fin_cases i <;> fin_cases j <;> simp [rate, comm]
  refine ⟨?_, ?_, ?_⟩
  · ext i j
    fin_cases i <;> fin_cases j <;> simp
  · rw [h]
    ext i j
    fin_cases i <;> fin_cases j <;> simp [rate, comm]
  · rw [h]
    intro h0
    have h1 := congrFun (congrFun h0 0) 1
    simp at h1
```

## A Hermitian pair with zero acceleration

The matrices $H = \begin{pmatrix}0&1\\1&0\end{pmatrix}$ and $Q = 2\cdot 1 + H$ are Hermitian, and neither is a multiple of the identity. They commute, so the velocity and the acceleration are both zero, in agreement with the theorem.

```lean
/-- The Hermitian matrices `H = !![0, 1; 1, 0]` and `Q = !![2, 1; 1, 2]` satisfy the
condition of a conserved velocity. -/
theorem conserved_velocity_witness :
    (!![0, 1; 1, 0] : Matrix (Fin 2) (Fin 2) ℂ).IsHermitian ∧
    (!![2, 1; 1, 2] : Matrix (Fin 2) (Fin 2) ℂ).IsHermitian ∧
    rate !![0, 1; 1, 0] (rate !![0, 1; 1, 0] !![2, 1; 1, 2]) = 0 := by
  refine ⟨?_, ?_, ?_⟩
  · ext i j
    fin_cases i <;> fin_cases j <;> simp
  · ext i j
    fin_cases i <;> fin_cases j <;> simp
  · have h : rate !![0, 1; 1, 0] !![2, 1; 1, 2] = 0 := by
      ext i j
      fin_cases i <;> fin_cases j <;> simp [rate, comm]
    rw [h]
    simp [rate, comm]

end

end NoFiniteFreeMotion
```

```lean
#print axioms NoFiniteFreeMotion.conserved_velocity_eq_zero
#print axioms NoFiniteFreeMotion.velocity_eq_zero_of_iterate
#print axioms NoFiniteFreeMotion.no_free_ehrenfest_motion
#print axioms NoFiniteFreeMotion.hermiticity_needed
```

```
'NoFiniteFreeMotion.conserved_velocity_eq_zero' depends on axioms: [propext, Classical.choice, Quot.sound]
'NoFiniteFreeMotion.velocity_eq_zero_of_iterate' depends on axioms: [propext, Classical.choice, Quot.sound]
'NoFiniteFreeMotion.no_free_ehrenfest_motion' depends on axioms: [propext, Classical.choice, Quot.sound]
'NoFiniteFreeMotion.hermiticity_needed' depends on axioms: [propext, Classical.choice, Quot.sound]
```
